# For a single sharp phonon peak at θ, C/T³ is largest between θ/5 and θ/4.9

At low temperature the acoustic modes of a three-dimensional crystal give a heat capacity proportional to $T^3$. Plotting $C/T^3$ against $T$ turns that contribution into a constant, and a group of modes at nearly one frequency, such as a low-lying flat optical branch, can then show up as a hump. If the group sits at frequency $\omega$, its characteristic temperature is $\theta=\hbar\omega/k$, with $k$ the Boltzmann constant. At what fraction of $\theta$ does the hump have its top?

Take the group alone, as $N$ harmonic modes exactly at $\theta>0$, and set $x=\theta/T$. Then $C/T^3$ is a positive constant times

$$f(x)=\frac{x^5e^x}{(e^x-1)^2}.$$

On $x>0$ this function increases strictly up to the unique root $x_0$ of $x\coth(x/2)=5$ and decreases strictly after it, and $4.9<x_0<5$. The top is therefore at $T=\theta/x_0$, about a fifth of $\theta$.

## From the mode energy to the root x₀

Without its zero-point part, the thermal energy of one mode is $u(T)=k\theta/(e^{\theta/T}-1)$. Since $d(\theta/T)/dT=-\theta/T^2$,

$$\frac{du}{dT}=\frac{k\theta\,e^x}{(e^x-1)^2}\,\frac{\theta}{T^2}=k\,\frac{x^2e^x}{(e^x-1)^2}.$$

Multiplying by $N$ and using $1/T^3=x^3/\theta^3$ gives

$$\frac{C}{T^3}=\frac{Nk}{\theta^3}\,f(x).$$

The logarithmic derivative of $f$ is

$$\frac{f'(x)}{f(x)}=\frac5x+1-\frac{2e^x}{e^x-1}=\frac5x-\frac{e^x+1}{e^x-1}.$$

Multiplying the numerator and denominator of $\coth(x/2)=\dfrac{e^{x/2}+e^{-x/2}}{e^{x/2}-e^{-x/2}}$ by $e^{x/2}$ shows that the last fraction is $\coth(x/2)$. Hence

$$f'(x)=\frac{x^4e^x}{(e^x-1)^2}\,\bigl(5-x\coth(x/2)\bigr),$$

and the sign of $f'$ is that of the bracket.

Let $g(x)=x\coth(x/2)$ and $y=x/2$. Then

$$g'(x)=\coth y-\frac{y}{\sinh^2y}=\frac{\sinh y\cosh y-y}{\sinh^2y}>0,$$

because $\sinh y>y$ and $\cosh y\ge1$ for $y>0$. So $g$ takes the value 5 at most once.

At $x=5$ we have $g(5)=5(e^5+1)/(e^5-1)>5$. At $x=4.9$ the inequality $g(4.9)<5$ reads $4.9(e^{4.9}+1)<5(e^{4.9}-1)$, that is, $e^{4.9}>99$. This holds, since $e>2.7$ and $e^{0.9}\ge1+0.9$ give $e^{4.9}=e^4e^{0.9}>2.7^4\cdot1.9>100$. By continuity $g$ equals 5 at some $x_0$ between 4.9 and 5. Below $x_0$ the slope of $f$ is positive, above it negative.

Raising $T$ lowers $x$, so the order reverses: $C/T^3$ rises strictly up to $T=\theta/x_0$ and falls strictly afterwards.

## The crystal as a measure on mode temperatures

In Lean 4 with Mathlib:

```lean
import Mathlib

open MeasureTheory Set

namespace SharpPhononPeak

noncomputable section
```

The energy and heat capacity of a single mode are functions of real numbers. The Planck form of the energy is the starting point here and is not derived from a partition function. The characteristic temperature does not depend on $T$, which is the harmonic idealisation.

```lean
/-- Thermal energy of a harmonic mode with characteristic temperature `θ`, without the
zero-point part; `k` is the Boltzmann constant. -/
def modeEnergy (k θ T : ℝ) : ℝ := k * θ / (Real.exp (θ / T) - 1)

/-- Einstein heat capacity of one harmonic mode with characteristic temperature `θ`. -/
def modeHeatCapacity (k θ T : ℝ) : ℝ :=
  k * (θ / T) ^ 2 * Real.exp (θ / T) / (Real.exp (θ / T) - 1) ^ 2
```

The density of states is a measure `μ` on characteristic temperatures, and the heat capacity of the crystal is defined as the integral of the single-mode heat capacity against it.

```lean
/-- Heat capacity of a harmonic crystal whose density of states is the measure `μ` on
characteristic temperatures. -/
def heatCapacity (k : ℝ) (μ : Measure ℝ) (T : ℝ) : ℝ :=
  ∫ θ, modeHeatCapacity k θ T ∂μ
```

A sharp peak is a point mass of weight $N$ at $\theta$. The weight is a real number, so it need not be an integer.

```lean
/-- A sharp density-of-states peak: `N` modes concentrated at `θ`. -/
def sharpPeak (N θ : ℝ) : Measure ℝ := ENNReal.ofReal N • Measure.dirac θ
```

The functions $f$ and $\coth$ are written out explicitly.

```lean
/-- The shape function `x⁵ eˣ / (eˣ - 1)²`. -/
def peakShape (x : ℝ) : ℝ := x ^ 5 * Real.exp x / (Real.exp x - 1) ^ 2

/-- The hyperbolic cotangent. -/
def coth (y : ℝ) : ℝ := Real.cosh y / Real.sinh y
```

## C/T³ as a multiple of the shape function

The denominator $e^x-1$ is positive for $x>0$, a fact used throughout.

```lean
lemma exp_sub_one_pos {x : ℝ} (hx : 0 < x) : 0 < Real.exp x - 1 :=
  sub_pos.mpr (Real.one_lt_exp_iff.mpr hx)
```

The next theorem ties the heat capacity to the energy: `HasDerivAt` says that `modeEnergy k θ` is differentiable at $T$ with derivative `modeHeatCapacity k θ T`. The proof differentiates $\theta/t$, then the exponential, then the quotient.

```lean
/-- The Einstein heat capacity is the temperature derivative of the thermal energy of the
mode, and it is positive. -/
theorem modeEnergy_hasDerivAt {k θ T : ℝ} (hk : 0 < k) (hθ : 0 < θ) (hT : 0 < T) :
    HasDerivAt (modeEnergy k θ) (modeHeatCapacity k θ T) T ∧ 0 < modeHeatCapacity k θ T := by
  have hp := exp_sub_one_pos (div_pos hθ hT)
  constructor
  · have hq : HasDerivAt (fun t : ℝ => θ / t) (-θ / T ^ 2) T :=
      ((hasDerivAt_const T θ).fun_div (hasDerivAt_id' T) hT.ne').congr_deriv (by ring)
    have he := hq.exp.sub_const 1
    refine ((hasDerivAt_const T (k * θ)).fun_div he hp.ne').congr_deriv ?_
    unfold modeHeatCapacity
    ring
  · unfold modeHeatCapacity
    positivity
```

For the sharp peak, the integral over the point mass reduces to $N$ times the single-mode value. The auxiliary identity `h` is the exchange of $1/T^3$ for $x^3/\theta^3$, multiplied by $x^2$.

```lean
/-- For a sharp peak at `θ`, `C/T³` is a positive constant times the shape function at
`x = θ/T`. -/
theorem heatCapacity_div_cube {N k θ : ℝ} (hN : 0 < N) (hk : 0 < k) (hθ : 0 < θ) :
    0 < N * k / θ ^ 3 ∧ ∀ T : ℝ, 0 < T →
      heatCapacity k (sharpPeak N θ) T / T ^ 3 = N * k / θ ^ 3 * peakShape (θ / T) := by
  refine ⟨by positivity, fun T hT => ?_⟩
  have h : (θ / T) ^ 2 / T ^ 3 = (θ / T) ^ 5 / θ ^ 3 := by
    rw [div_pow, div_pow, div_div, div_div, div_eq_div_iff (by positivity) (by positivity)]
    ring
  unfold heatCapacity sharpPeak
  rw [integral_smul_measure, integral_dirac, ENNReal.toReal_ofReal hN.le, smul_eq_mul]
  unfold modeHeatCapacity peakShape
  linear_combination N * k * Real.exp (θ / T) / (Real.exp (θ / T) - 1) ^ 2 * h
```

## The slope of f and the growth of x coth(x/2)

The exponential form of $\coth(x/2)$ comes from $e^{x/2}e^{-x/2}=1$, named `hprod`.

```lean
/-- The hyperbolic cotangent of `x/2` in terms of `eˣ`, for `x > 0`. -/
theorem coth_half {x : ℝ} (hx : 0 < x) :
    coth (x / 2) = (Real.exp x + 1) / (Real.exp x - 1) := by
  have hs : Real.sinh (x / 2) ≠ 0 := (Real.sinh_pos_iff.mpr (half_pos hx)).ne'
  have hexp : Real.exp x = Real.exp (x / 2) * Real.exp (x / 2) := by
    rw [← Real.exp_add, add_halves]
  have hprod : Real.exp (x / 2) * Real.exp (-(x / 2)) = 1 := by
    rw [← Real.exp_add, add_neg_cancel, Real.exp_zero]
  unfold coth
  rw [div_eq_div_iff hs (exp_sub_one_pos hx).ne', Real.cosh_eq, Real.sinh_eq, hexp]
  linear_combination Real.exp (x / 2) * hprod
```

The formula for $f'$ is obtained from the product and quotient rules instead of the logarithmic derivative; `field_simp` and `ring` bring the result to the factored form.

```lean
/-- The slope of the shape function is a positive factor times `5 - x coth(x/2)`. -/
theorem peakShape_hasDerivAt {x : ℝ} (hx : 0 < x) :
    HasDerivAt peakShape
      (x ^ 4 * Real.exp x / (Real.exp x - 1) ^ 2 * (5 - x * coth (x / 2))) x := by
  have hne := (exp_sub_one_pos hx).ne'
  have h5 : HasDerivAt (fun y : ℝ => y ^ 5) (5 * x ^ 4) x :=
    (hasDerivAt_pow 5 x).congr_deriv (by norm_num)
  have h2 : HasDerivAt (fun y : ℝ => (Real.exp y - 1) ^ 2)
      (2 * (Real.exp x - 1) * Real.exp x) x :=
    (((Real.hasDerivAt_exp x).sub_const 1).fun_pow 2).congr_deriv (by norm_num)
  refine ((h5.fun_mul (Real.hasDerivAt_exp x)).fun_div h2 (pow_ne_zero 2 hne)).congr_deriv ?_
  rw [coth_half hx]
  field_simp
  ring
```

The derivative of $g$ uses $\cosh^2y-\sinh^2y=1$, which enters through `e`.

```lean
lemma hasDerivAt_mul_coth {x : ℝ} (hx : 0 < x) :
    HasDerivAt (fun y : ℝ => y * coth (y / 2))
      ((Real.sinh (x / 2) * Real.cosh (x / 2) - x / 2) / Real.sinh (x / 2) ^ 2) x := by
  have hs : Real.sinh (x / 2) ≠ 0 := (Real.sinh_pos_iff.mpr (half_pos hx)).ne'
  have hh : HasDerivAt (fun y : ℝ => y / 2) (1 / 2) x := (hasDerivAt_id' x).div_const 2
  have hc : HasDerivAt (fun y : ℝ => Real.cosh (y / 2)) (Real.sinh (x / 2) * (1 / 2)) x :=
    hh.cosh
  have hd : HasDerivAt (fun y : ℝ => Real.sinh (y / 2)) (Real.cosh (x / 2) * (1 / 2)) x :=
    hh.sinh
  have e : Real.sinh (x / 2) * (1 / 2) * Real.sinh (x / 2)
      - Real.cosh (x / 2) * (Real.cosh (x / 2) * (1 / 2)) = -(1 / 2) := by
    linear_combination (-1 / 2) * Real.cosh_sq (x / 2)
  refine ((hasDerivAt_id' x).fun_mul (hc.fun_div hd hs)).congr_deriv ?_
  simp only [e]
  field_simp
  ring
```

Strict growth on `Ioi 0`, the half-line $x>0$, follows from the positive derivative. The call to `nlinarith` combines $\sinh y>y$ with $\cosh y\ge1$.

```lean
/-- The function `x coth(x/2)` increases strictly on `x > 0`. -/
theorem mul_coth_strictMonoOn : StrictMonoOn (fun x : ℝ => x * coth (x / 2)) (Ioi 0) := by
  refine strictMonoOn_of_deriv_pos (convex_Ioi 0)
    (fun x hx => (hasDerivAt_mul_coth hx).continuousAt.continuousWithinAt) ?_
  intro x hx
  rw [interior_Ioi] at hx
  have hx0 : 0 < x := hx
  rw [(hasDerivAt_mul_coth hx0).deriv]
  -- sinh y > y and cosh y ≥ 1 make the numerator positive
  have h1 : x / 2 < Real.sinh (x / 2) := Real.self_lt_sinh_iff.mpr (half_pos hx0)
  have h2 := Real.one_le_cosh (x / 2)
  have h3 : 0 < Real.sinh (x / 2) := by linarith
  exact div_pos (by nlinarith) (by positivity)
```

The two numerical bounds follow the estimate above, with `hE` stating $e^{4.9}>99$.

```lean
/-- The function `x coth(x/2)` is below 5 at `x = 4.9` and above 5 at `x = 5`. -/
theorem mul_coth_bounds :
    (49 / 10 : ℝ) * coth (49 / 10 / 2) < 5 ∧ 5 < (5 : ℝ) * coth (5 / 2) := by
  constructor
  · have hE : (99 : ℝ) < Real.exp (49 / 10) := by
      have hsplit : Real.exp (49 / 10) = Real.exp 1 ^ 4 * Real.exp (9 / 10) := by
        rw [← Real.exp_nat_mul, ← Real.exp_add]
        norm_num
      have h4 : (27 / 10 : ℝ) ^ 4 ≤ Real.exp 1 ^ 4 :=
        pow_le_pow_left₀ (by norm_num) (by linarith [Real.exp_one_gt_d9]) 4
      have hB : (19 / 10 : ℝ) ≤ Real.exp (9 / 10) := by
        linarith [Real.add_one_le_exp (9 / 10 : ℝ)]
      rw [hsplit]
      exact lt_of_lt_of_le (by norm_num) (mul_le_mul h4 hB (by norm_num) (by positivity))
    rw [coth_half (by norm_num), ← mul_div_assoc, div_lt_iff₀ (by linarith)]
    linarith
  · rw [coth_half (by norm_num), ← mul_div_assoc,
      lt_div_iff₀ (exp_sub_one_pos (by norm_num))]
    linarith
```

## The maximum, first in x and then in temperature

In the main theorem, the equivalence `x * coth (x / 2) = 5 ↔ x = x₀` for every positive $x$ says both that $x_0$ is a root and that there is no other positive root. The intervals `Ioc 0 x₀` and `Ici x₀` are $0<x\le x_0$ and $x\ge x_0$. Both contain $x_0$, so $f$ has its strict maximum there. The proof takes $x_0$ from the intermediate value theorem, and the growth of $g$ fixes the sign of $f'$ on each side.

```lean
/-- On `x > 0` the shape function increases strictly up to the unique positive root `x₀` of `x
coth(x/2) = 5` and decreases strictly after it, and `4.9 < x₀ < 5`. -/
theorem peakShape_unimodal :
    ∃ x₀ : ℝ, 49 / 10 < x₀ ∧ x₀ < 5 ∧ (∀ x : ℝ, 0 < x → (x * coth (x / 2) = 5 ↔ x = x₀)) ∧
      StrictMonoOn peakShape (Ioc 0 x₀) ∧ StrictAntiOn peakShape (Ici x₀) := by
  have hcont : ContinuousOn (fun x : ℝ => x * coth (x / 2)) (Icc (49 / 10) 5) := fun x hx =>
    (hasDerivAt_mul_coth (by linarith [hx.1])).continuousAt.continuousWithinAt
  obtain ⟨x₀, ⟨hl, hu⟩, hroot⟩ := intermediate_value_Ioo (by norm_num) hcont mul_coth_bounds
  have hroot' : x₀ * coth (x₀ / 2) = 5 := hroot
  have h0 : 0 < x₀ := by linarith
  refine ⟨x₀, hl, hu, fun x hx => ⟨fun h => ?_, fun h => h ▸ hroot'⟩, ?_, ?_⟩
  · exact mul_coth_strictMonoOn.injOn hx h0 (h.trans hroot'.symm)
  · -- below the root the slope is positive
    refine strictMonoOn_of_deriv_pos (convex_Ioc 0 x₀)
      (fun x hx => (peakShape_hasDerivAt hx.1).continuousAt.continuousWithinAt) ?_
    intro x hx
    rw [interior_Ioc] at hx
    have hlt : x * coth (x / 2) < x₀ * coth (x₀ / 2) := mul_coth_strictMonoOn hx.1 h0 hx.2
    have hx0 := hx.1
    have hp := exp_sub_one_pos hx0
    rw [(peakShape_hasDerivAt hx0).deriv]
    exact mul_pos (by positivity) (by linarith)
  · -- above the root the slope is negative
    refine strictAntiOn_of_deriv_neg (convex_Ici x₀) (fun x hx =>
      (peakShape_hasDerivAt (lt_of_lt_of_le h0 hx)).continuousAt.continuousWithinAt) ?_
    intro x hx
    rw [interior_Ici] at hx
    have hx0 : 0 < x := lt_trans h0 hx
    have hlt : x₀ * coth (x₀ / 2) < x * coth (x / 2) := mul_coth_strictMonoOn h0 hx0 hx
    have hp := exp_sub_one_pos hx0
    rw [(peakShape_hasDerivAt hx0).deriv]
    exact mul_neg_of_pos_of_neg (by positivity) (by linarith)
```

The temperature version chooses $x_0$ before $N$, $k$ and $\theta$, so one number serves every sharp peak. In each half, `hx` translates the temperature range into the matching range of $x$, and `div_lt_div_of_pos_left` supplies the reversal of order.

```lean
/-- One number `x₀` between 4.9 and 5, a root of `x coth(x/2) = 5`, serves all sharp peaks:
`C/T³` rises strictly with temperature up to `T = θ/x₀` and falls strictly after it. -/
theorem heatCapacity_div_cube_unimodal :
    ∃ x₀ : ℝ, 49 / 10 < x₀ ∧ x₀ < 5 ∧ x₀ * coth (x₀ / 2) = 5 ∧
      ∀ N k θ : ℝ, 0 < N → 0 < k → 0 < θ →
        StrictMonoOn (fun T => heatCapacity k (sharpPeak N θ) T / T ^ 3) (Ioc 0 (θ / x₀)) ∧
        StrictAntiOn (fun T => heatCapacity k (sharpPeak N θ) T / T ^ 3) (Ici (θ / x₀)) := by
  obtain ⟨x₀, hl, hu, hroot, hmono, hanti⟩ := peakShape_unimodal
  have h0 : 0 < x₀ := by linarith
  refine ⟨x₀, hl, hu, (hroot x₀ h0).mpr rfl, fun N k θ hN hk hθ => ?_⟩
  obtain ⟨hA, hC⟩ := heatCapacity_div_cube hN hk hθ
  constructor
  · intro S hS T hT hST
    -- low temperatures correspond to x ≥ x₀
    have hx : ∀ R ∈ Ioc 0 (θ / x₀), θ / R ∈ Ici x₀ := fun R hR =>
      (le_div_iff₀ hR.1).mpr (by linarith [(le_div_iff₀ h0).mp hR.2])
    have h := mul_lt_mul_of_pos_left
      (hanti (hx T hT) (hx S hS) (div_lt_div_of_pos_left hθ hS.1 hST)) hA
    rw [← hC S hS.1, ← hC T hT.1] at h
    exact h
  · intro S hS T hT hST
    have hpos : ∀ R ∈ Ici (θ / x₀), 0 < R := fun R hR => lt_of_lt_of_le (div_pos hθ h0) hR
    have hx : ∀ R ∈ Ici (θ / x₀), θ / R ∈ Ioc 0 x₀ := fun R hR =>
      ⟨div_pos hθ (hpos R hR),
        (div_le_iff₀ (hpos R hR)).mpr (by linarith [(div_le_iff₀ h0).mp hR])⟩
    have h := mul_lt_mul_of_pos_left
      (hmono (hx T hT) (hx S hS) (div_lt_div_of_pos_left hθ (hpos S hS) hST)) hA
    rw [← hC S (hpos S hS), ← hC T (hpos T hT)] at h
    exact h

end

end SharpPhononPeak
```

```lean
#print axioms SharpPhononPeak.modeEnergy_hasDerivAt
#print axioms SharpPhononPeak.heatCapacity_div_cube_unimodal
```

```
'SharpPhononPeak.modeEnergy_hasDerivAt' depends on axioms: [propext, Classical.choice, Quot.sound]
'SharpPhononPeak.heatCapacity_div_cube_unimodal' depends on axioms: [propext, Classical.choice, Quot.sound]
```

For a harmonic crystal whose modes all lie at one frequency, the position of the hump in $C/T^3$ thus gives that frequency: $\theta$ is between 4.9 and 5 times the temperature of the maximum. In a real crystal the peak in the density of states has a width and the other modes add their own contributions to $C/T^3$, and both can shift the maximum.
